# Counting k-electron configurations of a given one-dimensional symmetry by averaging over a finite group

Each of finitely many orbitals, holding at most one electron, carries a one-dimensional character χ_p of a finite group G, and a configuration's symmetry label is the product of the characters of its occupied orbitals. The theorem `ciDim_eq` says that the number of k-electron configurations with label Γ is the average over g in G of Γ(g⁻¹) times the coefficient of x^k in ∏_p (1 + χ_p(g) x). This is a count of configurations only; no Hamiltonian enters. The attempt unfolds the count, rewrites it with the general counting lemma `card_with_label`, and then uses `occPoly_coeff` to turn the polynomial coefficients into sums of characters.

The first attempt, which Lean rejects:

```lean
import Mathlib

open Polynomial
open scoped Classical

namespace SymmetryBlockedCI

noncomputable section

variable {G ι : Type*} [Group G]

/-- The symmetry label of a configuration: the product of the characters of its
occupied orbitals. -/
def configLabel (χ : ι → G →* ℂˣ) (S : Finset ι) : G →* ℂˣ := ∏ p ∈ S, χ p

/-- The number of configurations of `k` electrons in distinct orbitals
with symmetry label `Γ`. -/
def ciDim [Fintype ι] (χ : ι → G →* ℂˣ) (Γ : G →* ℂˣ) (k : ℕ) : ℕ :=
  ((Finset.powersetCard k (Finset.univ : Finset ι)).filter
    (fun S => configLabel χ S = Γ)).card

/-- The occupation polynomial at the group element `g`: each orbital is either empty
(factor `1`) or occupied (factor `χ_p(g) x`). -/
def occPoly [Fintype ι] (χ : ι → G →* ℂˣ) (g : G) : ℂ[X] :=
  ∏ p, (1 + C ((χ p g : ℂˣ) : ℂ) * X)

/-- The character of a configuration at `g` is the product of the orbital characters
at `g`. -/
theorem configLabel_apply (χ : ι → G →* ℂˣ) (S : Finset ι) (g : G) :
    ((configLabel χ S g : ℂˣ) : ℂ) = ∏ p ∈ S, ((χ p g : ℂˣ) : ℂ) := by
  simp [configLabel, MonoidHom.finsetProd_apply, Units.coe_prod]

/-- Orthogonality of one-dimensional characters: the group sum of `Γ(g⁻¹) Λ(g)` is the
group order if the labels agree and zero otherwise. -/
theorem character_orthogonality [Fintype G] (Γ Λ : G →* ℂˣ) :
    ∑ g, ((Γ g⁻¹ : ℂˣ) : ℂ) * ((Λ g : ℂˣ) : ℂ) =
      if Λ = Γ then (Fintype.card G : ℂ) else 0 := by
  split_ifs with hΛ
  · subst hΛ
    have e : ∀ g, ((Λ g⁻¹ : ℂˣ) : ℂ) * ((Λ g : ℂˣ) : ℂ) = 1 := by
      intro g
      rw [← Units.val_mul, ← map_mul, inv_mul_cancel, map_one, Units.val_one]
    rw [Finset.sum_congr rfl fun g _ => e g]
    simp
  · obtain ⟨h, hh⟩ : ∃ h, Λ h ≠ Γ h := by
      by_contra hc
      exact hΛ (MonoidHom.ext fun x => by
        by_contra hx
        exact hc ⟨x, hx⟩)
    -- shift the summation variable by an element that tells the labels apart
    have shift := Equiv.sum_comp (Equiv.mulLeft h)
      (fun g => ((Γ g⁻¹ : ℂˣ) : ℂ) * ((Λ g : ℂˣ) : ℂ))
    simp only [Equiv.coe_mulLeft] at shift
    have step : ∀ g, ((Γ h : ℂˣ) : ℂ) *
        (((Γ (h * g)⁻¹ : ℂˣ) : ℂ) * ((Λ (h * g) : ℂˣ) : ℂ)) =
        ((Λ h : ℂˣ) : ℂ) * (((Γ g⁻¹ : ℂˣ) : ℂ) * ((Λ g : ℂˣ) : ℂ)) := by
      intro g
      have e : Γ h * Γ (h * g)⁻¹ = Γ g⁻¹ := by
        rw [map_inv, map_inv, map_mul, mul_inv, mul_inv_cancel_left]
      rw [← mul_assoc, ← Units.val_mul, e, map_mul Λ, Units.val_mul]
      ring
    have key : ((Γ h : ℂˣ) : ℂ) * ∑ g, ((Γ g⁻¹ : ℂˣ) : ℂ) * ((Λ g : ℂˣ) : ℂ) =
        ((Λ h : ℂˣ) : ℂ) * ∑ g, ((Γ g⁻¹ : ℂˣ) : ℂ) * ((Λ g : ℂˣ) : ℂ) := by
      conv_lhs => rw [← shift]
      rw [Finset.mul_sum, Finset.mul_sum]
      exact Finset.sum_congr rfl fun g _ => step g
    by_contra hS
    exact hh (Units.ext (mul_right_cancel₀ hS key).symm)

/-- In a finite family of states with one-dimensional symmetry labels, the number with
label `Γ` is the group average of `Γ(g⁻¹)` times the summed characters of the family. -/
theorem card_with_label [Fintype G] {α : Type*} (T : Finset α) (L : α → G →* ℂˣ)
    (Γ : G →* ℂˣ) :
    ((T.filter (fun a => L a = Γ)).card : ℂ) =
      (1 / (Fintype.card G : ℂ)) *
        ∑ g, ((Γ g⁻¹ : ℂˣ) : ℂ) * ∑ a ∈ T, ((L a g : ℂˣ) : ℂ) := by
  have hG : (Fintype.card G : ℂ) ≠ 0 := Nat.cast_ne_zero.mpr Fintype.card_ne_zero
  have hs : ∑ g, ((Γ g⁻¹ : ℂˣ) : ℂ) * ∑ a ∈ T, ((L a g : ℂˣ) : ℂ) =
      ∑ a ∈ T, if L a = Γ then (Fintype.card G : ℂ) else 0 := by
    simp_rw [Finset.mul_sum]
    rw [Finset.sum_comm]
    exact Finset.sum_congr rfl fun a _ => character_orthogonality Γ (L a)
  rw [hs, ← Finset.sum_filter, Finset.sum_const, nsmul_eq_mul]
  field_simp

/-- The `x^k` coefficient of the occupation polynomial is the sum of the characters of all
`k`-electron configurations. -/
theorem occPoly_coeff [Fintype ι] (χ : ι → G →* ℂˣ) (g : G) (k : ℕ) :
    (occPoly χ g).coeff k =
      ∑ S ∈ Finset.powersetCard k (Finset.univ : Finset ι),
        ((configLabel χ S g : ℂˣ) : ℂ) := by
  -- expanding the product chooses the set of occupied orbitals
  have h : occPoly χ g = ∑ S ∈ (Finset.univ : Finset ι).powerset,
      C ((configLabel χ S g : ℂˣ) : ℂ) * X ^ S.card := by
    unfold occPoly
    rw [Finset.prod_congr rfl
      (fun p _ => add_comm (1 : ℂ[X]) (C ((χ p g : ℂˣ) : ℂ) * X)), Finset.prod_add]
    refine Finset.sum_congr rfl fun S _ => ?_
    rw [Finset.prod_const_one, mul_one, Finset.prod_mul_distrib, Finset.prod_const,
      configLabel_apply, map_prod]
  rw [h, finsetSum_coeff]
  simp_rw [coeff_C_mul_X_pow]
  rw [← Finset.sum_filter]
  refine Finset.sum_congr ?_ (fun _ _ => rfl)
  ext S
  simp only [Finset.mem_filter, Finset.mem_powerset, Finset.mem_powersetCard,
    Finset.subset_univ, true_and]
  exact eq_comm

/-- The number of `k`-electron configurations with label `Γ` is the group average of
`Γ(g⁻¹)` times the `x^k` coefficient of `∏ p, (1 + χ_p(g) x)`. -/
theorem ciDim_eq [Fintype G] [Fintype ι] (χ : ι → G →* ℂˣ) (Γ : G →* ℂˣ) (k : ℕ) :
    (ciDim χ Γ k : ℂ) = (1 / (Fintype.card G : ℂ)) *
      ∑ g, ((Γ g⁻¹ : ℂˣ) : ℂ) * (occPoly χ g).coeff k := by
  rw [ciDim, card_with_label _ (configLabel χ) Γ]
  simp_rw [occPoly_coeff]

end

end SymmetryBlockedCI
```

Messages:

```
Main.lean:115:13: error: Tactic `rewrite` failed: Did not find an occurrence of the pattern
  ↑{a ∈ ?m.56 | configLabel χ a = Γ}.card
in the target expression
  ↑{S ∈ Finset.powersetCard k Finset.univ | configLabel χ S = Γ}.card =
    1 / ↑(Fintype.card G) * ∑ g, ↑(Γ g⁻¹) * (occPoly χ g).coeff k

G : Type u_1
ι : Type u_2
inst✝² : Group G
inst✝¹ : Fintype G
inst✝ : Fintype ι
χ : ι → G →* ℂˣ
Γ : G →* ℂˣ
k : ℕ
⊢ ↑{S ∈ Finset.powersetCard k Finset.univ | configLabel χ S = Γ}.card =
    1 / ↑(Fintype.card G) * ∑ g, ↑(Γ g⁻¹) * (occPoly χ g).coeff k
```

This version goes through:

```diff
@@ -113,6 +113,10 @@
     (ciDim χ Γ k : ℂ) = (1 / (Fintype.card G : ℂ)) *
       ∑ g, ((Γ g⁻¹ : ℂˣ) : ℂ) * (occPoly χ g).coeff k := by
-  rw [ciDim, card_with_label _ (configLabel χ) Γ]
-  simp_rw [occPoly_coeff]
+  have h := card_with_label (Finset.powersetCard k (Finset.univ : Finset ι))
+    (configLabel χ) Γ
+  refine Eq.trans ?_ (h.trans ?_)
+  · unfold ciDim
+    congr!
+  · simp_rw [occPoly_coeff]
 
 end
```

Cause. The error says that `rewrite` can't find the left side of `card_with_label` in the goal, though the two look alike as printed. The difference is in something Lean doesn't print: `Finset.filter` also carries a procedure for deciding its condition, here whether two homomorphisms are equal. `card_with_label` assumes `[Fintype G]`, so Lean can decide this by comparing values over the finite group. `ciDim` is defined without that assumption and falls back on the classical instance. `rewrite` doesn't identify the two, so the pattern fails to match.

The repair states the lemma for the required set of configurations as `h` and joins it to the goal with `Eq.trans`, so no pattern has to be found. This leaves two equalities. In the first, `unfold ciDim` exposes the count and `congr!` proves the two filters equal, since any two decision procedures for the same proposition are equal. The second is the step with `occPoly_coeff`, unchanged from the first attempt.
